# Hydrogen's 2s–2p₀ matrix element of z is −3 in atomic units, and it bounds the lower level of a two-state Stark model

To speak of "the lowest level in the field", one must say what a level is. Here a level of a real 2×2 Hamiltonian H is a number E for which Hv = Ev has a nonzero solution v, and the lowest level is the least element of the set of all such numbers. The closed formula with the square root is then a theorem about this set, not its definition.

The model keeps two states of hydrogen, 2s at energy 0 and 2p₀ at energy D, coupled by a static field of strength F along the z axis. For F, D > 0 the lowest level is negative and lies at or above both −3F and −9F²/D. For D = 0 and F ≥ 0 it is exactly −3F. Atomic units are used throughout. The matrix element of z between the two states is −3 when 2s is taken positive at the nucleus and 2p₀ positive for z > 0.

## Orbitals and the dipole integral

```lean
import Mathlib

open MeasureTheory Set Matrix

namespace StarkRegimes

noncomputable section

/-- Radial function of the hydrogen 2s orbital in atomic units. -/
def R2s (r : ℝ) : ℝ := (1 - r / 2) * Real.exp (-r / 2) / √2
```

This is the radial function

R₂ₛ(r) = (1 − r/2) e^(−r/2) / √2,

with the sign convention that it is positive at the nucleus. `(r : ℝ) : ℝ` says that a real number goes in and a real number comes out.

```lean
/-- Radial function of the hydrogen 2p orbital in atomic units. -/
def R2p (r : ℝ) : ℝ := r * Real.exp (-r / 2) / (2 * √6)
```

Likewise

R₂ₚ(r) = r e^(−r/2) / (2√6).

Both functions are taken as given; the file does not derive them from the Schrödinger equation.

```lean
/-- The radial part of the 2s-2p dipole matrix element. -/
def radialDipole : ℝ := ∫ r in Ioi (0 : ℝ), r ^ 3 * R2s r * R2p r
```

`Ioi 0` is the open half-line (0, ∞). Of the three powers of r, two come from the volume element and one from z = r cos θ.

```lean
/-- The angular part: the integral over `x = cos θ` of the normalised s factor `1/√2`,
the factor `x` from `z = r x`, and the normalised p₀ factor `(√3/√2) x`. -/
def polarDipole : ℝ := ∫ x in (-1 : ℝ)..1, 1 / √2 * x * (√3 / √2 * x)
```

With x = cos θ, the s factor normalised on [−1, 1] is 1/√2 and the p₀ factor is (√3/√2)x. The azimuthal factors of the two states are equal and normalised, so they contribute 1 and are left out.

```lean
/-- The matrix element of `z` between 2s and 2p₀, radial part times angular part. -/
def zDipole : ℝ := radialDipole * polarDipole
```

The matrix element ⟨2s|z|2p₀⟩ is therefore defined as a product of two one-dimensional integrals. Atomic calculations organise the work in the same way: the radial integral is evaluated for each pair of radial functions, while the angular factor depends only on the angular momenta and is computed once.

## The two-state Hamiltonian and its levels

```lean
/-- Two-level Stark Hamiltonian: states separated by the gap `D` and coupled by a field `F`
through the dipole matrix element `z`. -/
def starkH (z F D : ℝ) : Matrix (Fin 2) (Fin 2) ℝ := !![0, z * F; z * F, D]
```

The notation `!![a, b; c, d]` lists a matrix row by row, so this is

H = [[0, zF], [zF, D]].

For an electron the field term is +Fz, which puts zF off the diagonal. The diagonal elements of z vanish by parity. The gap D is an input; in the nonrelativistic Coulomb problem it is zero. Relativistic and radiative effects do split the n = 2 level of real hydrogen, but spin–orbit coupling also mixes 2p₀ with the other 2p states, and this model does not include that mixing. All other states are left out, and with them field ionisation.

```lean
/-- The energy levels of a real two-state Hamiltonian: its eigenvalues. -/
def levels (H : Matrix (Fin 2) (Fin 2) ℝ) : Set ℝ :=
  {E | ∃ v : Fin 2 → ℝ, v ≠ 0 ∧ H *ᵥ v = E • v}
```

This is the definition of a level given at the start. `*ᵥ` applies a matrix to a vector, `•` multiplies a vector by a number, and the two components are `v 0` and `v 1`.

## Computing −3

```lean
/-- The moments of `exp (-r)` on the half-line exist and are factorials. -/
theorem exp_moment (n : ℕ) :
    IntegrableOn (fun r : ℝ => r ^ n * Real.exp (-r)) (Ioi 0) ∧
      ∫ r in Ioi (0 : ℝ), r ^ n * Real.exp (-r) = (n.factorial : ℝ) := by
  have e : (fun x : ℝ => Real.exp (-x) * x ^ ((n : ℝ) + 1 - 1)) =
      fun x => x ^ n * Real.exp (-x) := by
    funext x
    rw [add_sub_cancel_right, Real.rpow_natCast, mul_comm]
  have hpos : (0 : ℝ) < (n : ℝ) + 1 := by positivity
  constructor
  · have h := Real.GammaIntegral_convergent hpos
    rwa [e] at h
  · have h := Real.Gamma_eq_integral hpos
    rw [e, Real.Gamma_nat_eq_factorial] at h
    exact h.symm
```

For every natural number n,

∫₀^∞ rⁿ e^(−r) dr = n!.

By hand, integration by parts lowers n by one and gives a factor n, starting from the value 1 at n = 0. Lean instead recognises Euler's integral for Γ(n + 1). The theorem also states that the integrand is integrable, which is needed to split the integral of a difference in the next proof.

```lean
/-- The radial 2s-2p dipole integral is `-3√3`. -/
theorem radialDipole_eq : radialDipole = -3 * √3 := by
  have h2 : √2 * √2 = 2 := Real.mul_self_sqrt (by norm_num)
  have h3 : √3 * √3 = 3 := Real.mul_self_sqrt (by norm_num)
  have h6 : √6 = √2 * √3 := by
    rw [← Real.sqrt_mul (by norm_num)]
    norm_num
  have hc : √2 * (2 * √6) = 4 * √3 := by
    rw [h6]
    linear_combination 2 * √3 * h2
  -- the integrand is a combination of the integrands of the fourth and fifth moments
  have e : ∀ r : ℝ, r ^ 3 * R2s r * R2p r = 1 / (√2 * (2 * √6)) *
      (r ^ 4 * Real.exp (-r) - 1 / 2 * (r ^ 5 * Real.exp (-r))) := by
    intro r
    have h : Real.exp (-r) = Real.exp (-r / 2) * Real.exp (-r / 2) := by
      rw [← Real.exp_add]
      congr 1
      ring
    unfold R2s R2p
    rw [h]
    ring
  have f4 : ((Nat.factorial 4 : ℕ) : ℝ) = 24 := by norm_num [Nat.factorial]
  have f5 : ((Nat.factorial 5 : ℕ) : ℝ) = 120 := by norm_num [Nat.factorial]
  unfold radialDipole
  simp_rw [e]
  rw [integral_const_mul,
    integral_sub (exp_moment 4).1 (Integrable.const_mul (exp_moment 5).1 (1 / 2)),
    integral_const_mul, (exp_moment 4).2, (exp_moment 5).2, f4, f5, hc,
    div_mul_eq_mul_div, div_eq_iff (by positivity)]
  linear_combination 12 * h3
```

Multiplying out the integrand gives

r³ R₂ₛ R₂ₚ = (r⁴ − r⁵/2) e^(−r) / (√2 · 2√6), with √2 · 2√6 = 4√3.

The moments are 4! = 24 and 5! = 120, so the integral is

(24 − 60) / (4√3) = −9/√3 = −3√3.

In the proof, `e` is the rewritten integrand and `hc` the simplified prefactor. The last line, `linear_combination 12 * h3`, closes the arithmetic using √3 · √3 = 3.

```lean
/-- The angular factor between s and p₀ is `1/√3`. -/
theorem polarDipole_eq : polarDipole = 1 / √3 := by
  have h2 : √2 * √2 = 2 := Real.mul_self_sqrt (by norm_num)
  have h3 : √3 * √3 = 3 := Real.mul_self_sqrt (by norm_num)
  have hh : 1 / √2 * (1 / √2) = 1 / 2 := by
    rw [div_mul_div_comm, h2, one_mul]
  have e : ∀ x : ℝ, 1 / √2 * x * (√3 / √2 * x) = √3 / 2 * x ^ 2 := by
    intro x
    linear_combination √3 * x ^ 2 * hh
  unfold polarDipole
  simp_rw [e]
  rw [intervalIntegral.integral_const_mul, integral_pow, eq_div_iff (by positivity)]
  push_cast
  linear_combination (1 / 3) * h3
```

The integrand is (√3/2)x², and x² integrates to 2/3 over [−1, 1]. Hence the angular factor is √3/3 = 1/√3.

```lean
/-- The hydrogen matrix element of `z` between 2s and 2p₀ is `-3` in atomic units. -/
theorem zDipole_eq : zDipole = -3 := by
  have h : √3 ≠ 0 := by positivity
  rw [zDipole, radialDipole_eq, polarDipole_eq, mul_one_div]
  exact mul_div_cancel_right₀ _ h
```

The product is −3√3 · 1/√3 = −3. The minus sign follows from the sign conventions of the orbitals; the levels depend only on (zF)².

## The secular equation and the lowest level

```lean
/-- Secular equation: `E` is a level of the Stark Hamiltonian exactly when
`E (E - D) = (z F)²`. -/
theorem mem_levels_iff (z F D E : ℝ) :
    E ∈ levels (starkH z F D) ↔ E * (E - D) = (z * F) ^ 2 := by
  have hH : ∀ v : Fin 2 → ℝ,
      starkH z F D *ᵥ v = ![z * F * v 1, z * F * v 0 + D * v 1] := by
    intro v
    ext i
    fin_cases i <;> simp [starkH, Matrix.mulVec, dotProduct, Fin.sum_univ_two]
  constructor
  · rintro ⟨v, hv, h⟩
    rw [hH] at h
    have h0 : z * F * v 1 = E * v 0 := congrFun h 0
    have h1 : z * F * v 0 + D * v 1 = E * v 1 := congrFun h 1
    by_contra hne
    have hne' := sub_ne_zero.mpr hne
    -- the determinant annihilates both amplitudes
    have k0 : (E * (E - D) - (z * F) ^ 2) * v 0 = 0 := by
      linear_combination -(E - D) * h0 - z * F * h1
    have k1 : (E * (E - D) - (z * F) ^ 2) * v 1 = 0 := by
      linear_combination -E * h1 - z * F * h0
    apply hv
    ext i
    fin_cases i
    · exact (mul_eq_zero.mp k0).resolve_left hne'
    · exact (mul_eq_zero.mp k1).resolve_left hne'
  · intro h
    by_cases hw : z * F = 0 ∧ E = 0
    · refine ⟨![1, 0], fun h' => one_ne_zero (α := ℝ) (congrFun h' 0), ?_⟩
      rw [hH]
      ext i
      fin_cases i
      · show z * F * 0 = E * 1
        linear_combination -hw.2
      · show z * F * 1 + D * 0 = E * 0
        linear_combination hw.1
    · refine ⟨![z * F, E], fun h' => hw ⟨congrFun h' 0, congrFun h' 1⟩, ?_⟩
      rw [hH]
      ext i
      fin_cases i
      · show z * F * E = E * (z * F)
        ring
      · show z * F * (z * F) + D * E = E * E
        linear_combination -h
```

Write w = zF. The theorem says that E is a level exactly when

E(E − D) = w².

The eigenvalue equation has the components

w v₁ = E v₀ and w v₀ + D v₁ = E v₁.

Combining them gives (E(E − D) − w²)v₀ = 0 and the same with v₁; these are `k0` and `k1`. If the bracket were nonzero, both amplitudes would vanish, contrary to v ≠ 0.

Conversely, if the secular equation holds, v = (w, E) is an eigenvector, because w² + DE = E². This vector is zero when w = E = 0, and then (1, 0) serves. The proof makes the same distinction with `by_cases`.

```lean
/-- The lowest level of the Stark Hamiltonian in closed form. -/
theorem isLeast_level (z F D : ℝ) :
    IsLeast (levels (starkH z F D)) ((D - √(D ^ 2 + 4 * (z * F) ^ 2)) / 2) := by
  have hs : √(D ^ 2 + 4 * (z * F) ^ 2) ^ 2 = D ^ 2 + 4 * (z * F) ^ 2 :=
    Real.sq_sqrt (by positivity)
  constructor
  · rw [mem_levels_iff]
    linear_combination (1 / 4) * hs
  · intro E hE
    rw [mem_levels_iff] at hE
    have h : |2 * E - D| ≤ √(D ^ 2 + 4 * (z * F) ^ 2) :=
      Real.abs_le_sqrt (by linarith)
    linarith [(abs_le.mp h).1]
```

`IsLeast S a` means that a belongs to the set S and that no element of S is smaller. The least level is

E = (D − √(D² + 4w²)) / 2.

It satisfies the secular equation by direct substitution. For any level E, completing the square gives (2E − D)² = D² + 4w², so 2E − D ≥ −√(D² + 4w²), which is the required lower bound.

## How far each limiting law is from the exact level

```lean
/-- Linear regime: for a gap `D ≥ 0` the lowest level is at least `-|z F|` and at most
`-|z F| + D/2`. -/
theorem linear_regime {z F D E : ℝ} (hD : 0 ≤ D)
    (hE : IsLeast (levels (starkH z F D)) E) :
    -|z * F| ≤ E ∧ E ≤ -|z * F| + D / 2 := by
  have hsec := (mem_levels_iff z F D E).mp hE.1
  have heq := hE.unique (isLeast_level z F D)
  have hDs : |D| ≤ √(D ^ 2 + 4 * (z * F) ^ 2) :=
    Real.abs_le_sqrt (by nlinarith [sq_nonneg (z * F)])
  have hws : |2 * (z * F)| ≤ √(D ^ 2 + 4 * (z * F) ^ 2) :=
    Real.abs_le_sqrt (by nlinarith [sq_nonneg D])
  rw [abs_mul, abs_of_pos (by norm_num : (0 : ℝ) < 2)] at hws
  have hE0 : E ≤ 0 := by linarith [le_abs_self D]
  have hsq : E ^ 2 ≤ (z * F) ^ 2 := by nlinarith [mul_nonneg hD (neg_nonneg.mpr hE0)]
  exact ⟨by linarith [sq_le_sq.mp hsq, neg_abs_le E], by linarith⟩
```

The arguments in braces are filled in by Lean from context, and `hD` and `hE` are the hypotheses: D ≥ 0, and E is the lowest level. The conclusion is

−|w| ≤ E ≤ −|w| + D/2.

The square root in the closed form is at least D and at least 2|w|. The first bound gives E ≤ 0, the second gives E ≤ D/2 − |w|. The secular equation then reads E² = w² + DE ≤ w², so E ≥ −|w|. The estimate holds at any coupling, but it pins the level down well only when D is small compared with |w|.

```lean
/-- Quadratic regime: for a gap `D > 0` the lowest level is at least the second-order energy
`-(z F)²/D` and exceeds it by no more than `(z F)⁴/D³`. -/
theorem quadratic_regime {z F D E : ℝ} (hD : 0 < D)
    (hE : IsLeast (levels (starkH z F D)) E) :
    -(z * F) ^ 2 / D ≤ E ∧ E ≤ -(z * F) ^ 2 / D + (z * F) ^ 4 / D ^ 3 := by
  have hsec := (mem_levels_iff z F D E).mp hE.1
  have heq := hE.unique (isLeast_level z F D)
  have hDs : |D| ≤ √(D ^ 2 + 4 * (z * F) ^ 2) :=
    Real.abs_le_sqrt (by nlinarith [sq_nonneg (z * F)])
  have hE0 : E ≤ 0 := by linarith [le_abs_self D]
  have hlow : -(z * F) ^ 2 / D ≤ E := by
    rw [div_le_iff₀ hD]
    nlinarith [sq_nonneg E]
  refine ⟨hlow, ?_⟩
  -- feed the lower bound back into the secular equation
  have hq : -((z * F) ^ 2 / D) ≤ E := by
    rw [← neg_div]
    exact hlow
  have hsq : E ^ 2 ≤ ((z * F) ^ 2 / D) ^ 2 := by
    apply sq_le_sq'
    · exact hq
    · linarith
  have hr : -(z * F) ^ 2 / D + (z * F) ^ 4 / D ^ 3 =
      (((z * F) ^ 2 / D) ^ 2 - (z * F) ^ 2) / D := by ring
  rw [hr, le_div_iff₀ hD]
  linarith
```

For D > 0,

−w²/D ≤ E ≤ −w²/D + w⁴/D³.

In Lean `-(z * F) ^ 2` means −(w²), with the square taken first. The secular equation gives DE = E² − w² ≥ −w², which is the lower bound. Since also E ≤ 0, it follows that E² ≤ w⁴/D². Putting this back into DE = E² − w² and dividing by D gives the upper bound. In this two-state model the second-order energy therefore never lies above the exact lowest level, and its error is at most w⁴/D³.

## The hydrogen values

```lean
/-- For field `F > 0` and gap `D > 0`, the lowest level of the hydrogen 2s-2p₀ pair is negative
and lies at or above both the linear value `-3F` and the quadratic value `-9F²/D`. -/
theorem hydrogen_stark_bounds {F D E : ℝ} (hF : 0 < F) (hD : 0 < D)
    (hE : IsLeast (levels (starkH zDipole F D)) E) :
    E < 0 ∧ -3 * F ≤ E ∧ -9 * F ^ 2 / D ≤ E := by
  rw [zDipole_eq] at hE
  have hsec := (mem_levels_iff (-3) F D E).mp hE.1
  have hl := linear_regime hD.le hE
  have hq := quadratic_regime hD hE
  have habs : |(-3 : ℝ) * F| = 3 * F := by
    rw [abs_mul, abs_of_pos hF]
    norm_num
  have hr : -(-3 * F) ^ 2 / D = -9 * F ^ 2 / D := by ring
  rw [habs] at hl
  rw [hr] at hq
  have hneg : -9 * F ^ 2 / D ≤ E := hq.1
  refine ⟨?_, by linarith [hl.1], hneg⟩
  -- the square root in the closed form exceeds the gap, so the lowest level is negative
  have heq := hE.unique (isLeast_level (-3) F D)
  have hs : D < √(D ^ 2 + 4 * (-3 * F) ^ 2) :=
    Real.lt_sqrt_of_sq_lt (by nlinarith [pow_pos hF 2])
  linarith
```

With z = −3 we have |w| = 3F and w² = 9F², so the two previous theorems give E ≥ −3F and E ≥ −9F²/D. For the strict sign, F > 0 makes √(D² + 36F²) larger than D, and the closed form is then negative; `hs` is this inequality. The two lower bounds coincide at D = 3F. For larger gaps the quadratic one is sharper, for smaller gaps the linear one.

A finite-field calculation of a polarisability α applies a small field and reads α off the shift E = −αF²/2. Take F = 0.001 and D = 0.1 in this model; this gap is chosen for illustration and is far larger than the actual splittings of hydrogen's n = 2 level, so the resulting α is not a polarisability of real hydrogen. The second-order energy is −9.0 × 10⁻⁵, which corresponds to α = 18/D = 180. Diagonalising the matrix gives E ≈ −8.992 × 10⁻⁵, and −2E/F² is about 179.84. The difference comes from the higher orders in F, which the upper bound of the quadratic regime limits.

```lean
/-- For degenerate 2s and 2p₀ states and a field `F ≥ 0`, the lowest level is exactly `-3F`. -/
theorem hydrogen_stark_degenerate {F : ℝ} (hF : 0 ≤ F) :
    IsLeast (levels (starkH zDipole F 0)) (-3 * F) := by
  rw [zDipole_eq]
  constructor
  · rw [mem_levels_iff]
    ring
  · intro E hE
    rw [mem_levels_iff] at hE
    by_contra hlt
    have hlt' : E < -3 * F := lt_of_not_ge hlt
    nlinarith

end

end StarkRegimes
```

For D = 0 the secular equation is E² = 9F². The value −3F satisfies it, and any E below −3F would have E² > 9F², because F ≥ 0. So −3F is the least level, and at F = 0 it is simply 0. In a calculation with exactly degenerate 2s and 2p₀ states, the formula −9F²/D has a vanishing denominator, and the 2×2 block is diagonalised instead. The shift is then linear in the field.

```lean
#print axioms StarkRegimes.hydrogen_stark_bounds
#print axioms StarkRegimes.hydrogen_stark_degenerate
```

```
'StarkRegimes.hydrogen_stark_bounds' depends on axioms: [propext, Classical.choice, Quot.sound]
'StarkRegimes.hydrogen_stark_degenerate' depends on axioms: [propext, Classical.choice, Quot.sound]
```
